# Boltzmann counting lies strictly between fermions and bosons for two or more ideal-gas particles on finitely many levels

## Levels, occupation lists and three partition functions

Take a finite set of single-particle levels, labelled by $i$. A level here means one single-particle state: a degenerate energy appears as several levels, and for electrons each spin orbital is a level of its own. At temperature $T$, with $\beta = 1/k_BT$, a level of energy $\varepsilon_i$ has the Boltzmann factor

$$x_i = e^{-\beta\varepsilon_i} > 0 .$$

The particles do not interact, and their number $N$ is fixed. The partition function sums over a basis of many-particle energy eigenstates. For identical particles, each basis state is given by a list $k$ of occupation numbers $k_i \in \{0,1,2,\dots\}$ with $\sum_i k_i = N$. Its energy is $\sum_i k_i\varepsilon_i$, so its weight is

$$w(k) = \prod_i x_i^{k_i}.$$

Bosons may occupy a level any number of times, while fermions may occupy it at most once:

$$Z_{\text{boson}} = \sum_{k:\ \sum_i k_i = N} w(k), \qquad Z_{\text{fermion}} = \sum_{\substack{k:\ \sum_i k_i = N\\ \text{all } k_i\le 1}} w(k).$$

These are the complete homogeneous symmetric polynomial $h_N(x)$ and the elementary symmetric polynomial $e_N(x)$. Boltzmann counting treats the particles as distinguishable and then divides by $N!$:

$$Z_{\text{Boltzmann}} = \frac{1}{N!}\Big(\sum_i x_i\Big)^N .$$

Entropies are given in units of $k_B$. If all levels have energy zero, every $x_i$ equals 1, the mean energy vanishes, and the entropy is $\log Z$.

## The ordering, and a negative entropy

For at least one level, positive $x_i$ and $N \ge 2$,

$$Z_{\text{fermion}} < Z_{\text{Boltzmann}} < Z_{\text{boson}} .$$

For $N \le 1$ the three functions are equal, so the condition on $N$ is needed.

For two levels at zero energy, the Boltzmann entropy is $\log(2^N/N!)$, which is negative exactly when $N \ge 4$. At $N = 4$ it is $\log(2/3)$, whereas four bosons have entropy $\log 5$. The logarithm of a positive whole number of states is never negative; $2/3$ is not a number of states.

For non-interacting particles on finitely many levels, the ordering gives the sign of the error made in quantum statistics when exchange symmetry is replaced by division by $N!$: the partition function comes out too large for fermions and too small for bosons.

## How Lean expresses the model

The levels are the elements of a type `ι` with `Fintype ι`, and the Boltzmann factors are a function `x : ι → ℝ`. Energies and temperature do not appear separately. The hypothesis `∀ i, 0 < x i` stands for finite level energies at a finite positive temperature, and `Nonempty ι` says that there is at least one level.

An occupation list is a function `k : ι → ℕ`, and `occupations ι N` is the finite set of those whose values add up to `N`. The definitions `weight`, `bosonZ`, `fermionZ` and `boltzmannZ` are the formulas above. In particular, `boltzmannZ` is defined from the power of the single-particle sum and not from occupation lists, so its comparison with the other two needs an argument.

The theorem `fermionZ_lt_boltzmannZ_lt_bosonZ` states both strict inequalities for `2 ≤ N`. It puts no upper bound on `N`: with more particles than levels the fermion function is zero, and the ordering still holds. The theorem `partition_functions_agree` covers `N ≤ 1` and asks for neither positive factors nor a nonempty set of levels.

Two levels at zero energy are the type `Fin 2`, with indices 0 and 1, and the constant function 1. The entropy is written directly as `Real.log` of the partition function; it is not obtained as a temperature derivative of the free energy. In `four_particles_two_levels` the Boltzmann value appears explicitly as $2^4/4!$.

The model leaves out interactions, infinitely many levels and a fluctuating particle number. Occupation lists are taken as the description of identical particles; they are not derived from symmetric or antisymmetric wave functions.

## Factorials of the occupation numbers decide the ordering

The multinomial theorem collects the terms of the $N$-th power by occupation list:

$$\Big(\sum_i x_i\Big)^N = \sum_{k:\ \sum_i k_i = N} \frac{N!}{\prod_i k_i!}\, \prod_i x_i^{k_i}.$$

Dividing by $N!$ gives

$$Z_{\text{Boltzmann}} = \sum_{k:\ \sum_i k_i = N} \frac{w(k)}{\prod_i k_i!}.$$

All three functions are now sums over the same lists, and they can be compared term by term.

- If every $k_i \le 1$, then $\prod_i k_i! = 1$, because $0! = 1! = 1$. The list contributes $w(k)$ to all three sums.
- If some $k_i \ge 2$, the list contributes $0$ for fermions, $w(k)/\prod_i k_i! > 0$ in Boltzmann counting, and $w(k)$ for bosons. Since $\prod_i k_i! \ge 1$, the boson term is at least as large as the Boltzmann term.

This proves both inequalities with $\le$. For strictness, choose a level $a$ and put all particles in it: $c_a = N$, and $c_i = 0$ for $i \ne a$. As $N \ge 2$, this list is forbidden for fermions, and $N! > 1$. Its three contributions satisfy

$$0 < \frac{x_a^N}{N!} < x_a^N .$$

One strictly smaller term makes a finite sum strictly smaller when no other term is larger, so both inequalities are strict.

If $N \le 1$, each $k_i$ is at most $\sum_j k_j = N \le 1$. Only the first case occurs, and the three sums coincide.

## Counting states on two degenerate levels

With $x_0 = x_1 = 1$ every weight is 1. The single-particle sum is 2, so $Z_{\text{Boltzmann}} = 2^N/N!$. For bosons, the occupation $k_0 = j$ can be any of $0, 1, \dots, N$, and then $k_1 = N - j$ is fixed. This gives $Z_{\text{boson}} = N+1$.

The Boltzmann entropy is negative exactly when $2^N/N! < 1$. For $N = 0,1,2,3$ the quotient is $1, 2, 2, 4/3$, which is never below 1. At $N = 4$ we have $2^4 = 16 < 24 = 4!$. If $2^m < m!$ for some $m \ge 4$, then

$$2^{m+1} = 2\cdot 2^m < 2\, m! \le (m+1)\, m! = (m+1)!,$$

so the inequality holds for all $N \ge 4$ by induction.

## Two particles: Boltzmann counting at the midpoint

The smallest case with a strict ordering is $N = 2$. A list then either puts both particles in one level, with weight $x_i^2$, or puts them in two different levels. Lists of the second kind contribute equally to all three sums. Those of the first kind contribute $0$, $x_i^2/2$ and $x_i^2$. Hence

$$Z_{\text{Boltzmann}} - Z_{\text{fermion}} = Z_{\text{boson}} - Z_{\text{Boltzmann}} = \frac12\sum_i x_i^2 .$$

For $M$ levels with equal factors, this gap divided by $Z_{\text{Boltzmann}}$ is $1/M$. For equal factors, the relative differences between the three countings of two particles therefore become small when there are many levels, although the gap itself grows in proportion to $M$ at a fixed factor. This midpoint formula is a supplement by ordinary algebra and has no theorem in the code below.

## Lean source for the three countings

```lean
import Mathlib

open Finset
open scoped Nat

namespace QuantumStatisticsCounting

noncomputable section

variable {ι : Type*} [Fintype ι] [DecidableEq ι]

/-- The occupation-number lists of `N` particles on the levels `ι`. -/
def occupations (ι : Type*) [Fintype ι] [DecidableEq ι] (N : ℕ) : Finset (ι → ℕ) :=
  Finset.piAntidiag Finset.univ N

/-- The weight of an occupation list `k`, where `x i` is the Boltzmann factor of level `i`. -/
def weight (x : ι → ℝ) (k : ι → ℕ) : ℝ := ∏ i, x i ^ k i

/-- The boson partition function: every occupation list counts once. -/
def bosonZ (x : ι → ℝ) (N : ℕ) : ℝ := ∑ k ∈ occupations ι N, weight x k

/-- The fermion partition function: only lists with at most one particle per level count. -/
def fermionZ (x : ι → ℝ) (N : ℕ) : ℝ :=
  ∑ k ∈ (occupations ι N).filter (fun k => ∀ i, k i ≤ 1), weight x k

/-- Boltzmann counting: the partition function of `N` distinguishable particles,
divided by `N!`. -/
def boltzmannZ (x : ι → ℝ) (N : ℕ) : ℝ := (∑ i, x i) ^ N / (N ! : ℝ)

/-- A list of occupation numbers describes `N` particles when the numbers add up to `N`. -/
theorem mem_occupations {N : ℕ} {k : ι → ℕ} :
    k ∈ occupations ι N ↔ ∑ i, k i = N := by
  simp [occupations]

omit [DecidableEq ι] in
/-- Positive Boltzmann factors give every occupation list a positive weight. -/
theorem weight_pos {x : ι → ℝ} (hx : ∀ i, 0 < x i) (k : ι → ℕ) : 0 < weight x k :=
  Finset.prod_pos fun i _ => pow_pos (hx i) _

omit [DecidableEq ι] in
/-- If no level is multiply occupied, the product of the factorials of the occupation
numbers is one. -/
theorem prod_factorial_eq_one {k : ι → ℕ} (h : ∀ i, k i ≤ 1) :
    ∏ i, ((k i)! : ℝ) = 1 :=
  Finset.prod_eq_one fun i _ => by
    rw [Nat.factorial_eq_one.2 (h i), Nat.cast_one]

/-- Boltzmann counting gives each occupation list its weight divided by the product of the
factorials of the occupation numbers. -/
theorem boltzmannZ_eq_sum (x : ι → ℝ) (N : ℕ) :
    boltzmannZ x N = ∑ k ∈ occupations ι N, weight x k / ∏ i, ((k i)! : ℝ) := by
  unfold boltzmannZ
  -- the multinomial theorem collects the states of distinguishable particles by occupation list
  rw [Finset.sum_pow_eq_sum_piAntidiag, Finset.sum_div]
  refine Finset.sum_congr rfl fun k hk => ?_
  have hN : ∑ i, k i = N := mem_occupations.1 hk
  have hs : (∏ i, ((k i)! : ℝ)) * (Nat.multinomial Finset.univ k : ℝ) = (N ! : ℝ) := by
    rw [← hN]
    exact_mod_cast Nat.multinomial_spec Finset.univ k
  have hp : ∏ i, ((k i)! : ℝ) ≠ 0 :=
    Finset.prod_ne_zero_iff.2 fun i _ => Nat.cast_ne_zero.2 (Nat.factorial_ne_zero _)
  have hf : (N ! : ℝ) ≠ 0 := Nat.cast_ne_zero.2 (Nat.factorial_ne_zero _)
  unfold weight
  rw [div_eq_div_iff hf hp, ← hs]
  ring

/-- For two or more particles on a nonempty finite set of levels with positive Boltzmann
factors, Boltzmann counting lies strictly between the fermion and boson partition functions. -/
theorem fermionZ_lt_boltzmannZ_lt_bosonZ [Nonempty ι] {x : ι → ℝ} (hx : ∀ i, 0 < x i)
    {N : ℕ} (hN : 2 ≤ N) :
    fermionZ x N < boltzmannZ x N ∧ boltzmannZ x N < bosonZ x N := by
  obtain ⟨a⟩ := ‹Nonempty ι›
  -- the state with all particles in the level `a` makes both inequalities strict
  let c : ι → ℕ := fun j => if j = a then N else 0
  have hc : c ∈ occupations ι N := mem_occupations.2 (by simp [c])
  have hca : c a = N := by simp [c]
  have hcp : ∏ i, ((c i)! : ℝ) = (N ! : ℝ) := by
    rw [Finset.prod_eq_single a (fun j _ hj => by simp [c, hj]) (by simp), hca]
  have hpos : ∀ k : ι → ℕ, 0 < ∏ i, ((k i)! : ℝ) := fun k =>
    Finset.prod_pos fun i _ => Nat.cast_pos.2 (Nat.factorial_pos _)
  rw [boltzmannZ_eq_sum]
  constructor
  · unfold fermionZ
    rw [Finset.sum_filter]
    refine Finset.sum_lt_sum (fun k _ => ?_) ⟨c, hc, ?_⟩
    · split_ifs with h
      · rw [prod_factorial_eq_one h, div_one]
      · exact (div_pos (weight_pos hx k) (hpos k)).le
    · have hnot : ¬ ∀ i, c i ≤ 1 := fun h => by
        have h1 := h a
        omega
      rw [if_neg hnot]
      exact div_pos (weight_pos hx c) (hpos c)
  · unfold bosonZ
    refine Finset.sum_lt_sum (fun k _ => ?_) ⟨c, hc, ?_⟩
    · have h1 : 1 ≤ ∏ i, (k i)! :=
        Nat.succ_le_of_lt (Finset.prod_pos fun i _ => Nat.factorial_pos _)
      exact div_le_self (weight_pos hx k).le (by exact_mod_cast h1)
    · have h1 : 1 < N ! := Nat.one_lt_factorial.2 (by omega)
      rw [hcp]
      exact div_lt_self (weight_pos hx c) (by exact_mod_cast h1)

/-- For at most one particle the fermion, Boltzmann and boson partition functions coincide. -/
theorem partition_functions_agree (x : ι → ℝ) {N : ℕ} (hN : N ≤ 1) :
    fermionZ x N = boltzmannZ x N ∧ boltzmannZ x N = bosonZ x N := by
  have h : ∀ k ∈ occupations ι N, ∀ i, k i ≤ 1 := fun k hk i => by
    have h1 : k i ≤ ∑ j, k j :=
      Finset.single_le_sum (fun j _ => Nat.zero_le (k j)) (Finset.mem_univ i)
    rw [mem_occupations.1 hk] at h1
    exact h1.trans hN
  have hB : boltzmannZ x N = bosonZ x N := by
    rw [boltzmannZ_eq_sum]
    exact Finset.sum_congr rfl fun k hk => by
      rw [prod_factorial_eq_one (h k hk), div_one]
  refine ⟨?_, hB⟩
  rw [hB]
  unfold fermionZ bosonZ
  rw [Finset.filter_true_of_mem h]

/-- For two levels with Boltzmann factor one, Boltzmann counting gives `2^N / N!`. -/
theorem boltzmannZ_two_levels (N : ℕ) :
    boltzmannZ (fun _ : Fin 2 => (1 : ℝ)) N = 2 ^ N / (N ! : ℝ) := by
  simp [boltzmannZ]

/-- For two levels with Boltzmann factor one, the partition function of `N` bosons is `N + 1`. -/
theorem bosonZ_two_levels (N : ℕ) :
    bosonZ (fun _ : Fin 2 => (1 : ℝ)) N = N + 1 := by
  -- the occupation `j` of the first level fixes the whole list
  have himage : occupations (Fin 2) N =
      (Finset.range (N + 1)).image (fun j : ℕ => (![j, N - j] : Fin 2 → ℕ)) := by
    ext k
    rw [mem_occupations, Fin.sum_univ_two, Finset.mem_image]
    constructor
    · intro h
      have h1 : N - k 0 = k 1 := by omega
      refine ⟨k 0, Finset.mem_range.2 (by omega), ?_⟩
      ext i
      fin_cases i
      · rfl
      · exact h1
    · rintro ⟨j, hj, rfl⟩
      have hj' := Finset.mem_range.1 hj
      change j + (N - j) = N
      omega
  have hinj : Function.Injective (fun j : ℕ => (![j, N - j] : Fin 2 → ℕ)) :=
    fun p q h => congrFun h 0
  have hcard : (occupations (Fin 2) N).card = N + 1 := by
    rw [himage, Finset.card_image_of_injective _ hinj, Finset.card_range]
  simp [bosonZ, weight, hcard]

/-- For two degenerate levels at zero energy, the entropy from Boltzmann counting, in units
of the Boltzmann constant, is negative exactly when there are at least four particles. -/
theorem boltzmann_entropy_neg_iff (N : ℕ) :
    Real.log (boltzmannZ (fun _ : Fin 2 => (1 : ℝ)) N) < 0 ↔ 4 ≤ N := by
  -- from `n = 4` on, `n!` exceeds `2 ^ n`, the number of states of `n` distinguishable particles
  have key : ∀ n : ℕ, 4 ≤ n → 2 ^ n < n ! := by
    intro n hn
    induction n, hn using Nat.le_induction with
    | base => decide
    | succ m hm ih =>
      rw [pow_succ, Nat.factorial_succ]
      nlinarith [Nat.mul_le_mul_right (m !) (show 2 ≤ m + 1 by omega)]
  rw [boltzmannZ_two_levels, Real.log_neg_iff (by positivity), div_lt_one (by positivity)]
  constructor
  · intro h
    by_contra hN
    have hlt : N < 4 := by omega
    interval_cases N <;> norm_num [Nat.factorial] at h
  · intro h
    exact_mod_cast key N h

/-- Four particles on two degenerate levels at zero energy have negative entropy in Boltzmann
counting and entropy `log 5` as bosons, in units of the Boltzmann constant. -/
theorem four_particles_two_levels :
    Real.log ((2 : ℝ) ^ 4 / (4 ! : ℝ)) < 0 ∧
      Real.log (bosonZ (fun _ : Fin 2 => (1 : ℝ)) 4) = Real.log 5 := by
  constructor
  · rw [← boltzmannZ_two_levels]
    exact (boltzmann_entropy_neg_iff 4).2 le_rfl
  · rw [bosonZ_two_levels]
    norm_num

end

end QuantumStatisticsCounting
```

```lean
#print axioms QuantumStatisticsCounting.fermionZ_lt_boltzmannZ_lt_bosonZ
#print axioms QuantumStatisticsCounting.partition_functions_agree
#print axioms QuantumStatisticsCounting.four_particles_two_levels
```

```
'QuantumStatisticsCounting.fermionZ_lt_boltzmannZ_lt_bosonZ' depends on axioms: [propext, Classical.choice, Quot.sound]
'QuantumStatisticsCounting.partition_functions_agree' depends on axioms: [propext, Classical.choice, Quot.sound]
'QuantumStatisticsCounting.four_particles_two_levels' depends on axioms: [propext, Classical.choice, Quot.sound]
```

## From the multinomial theorem to strict sums

Three short lemmas prepare the comparison. `mem_occupations` turns membership in `occupations ι N` into the condition that the occupation numbers add up to `N`. `weight_pos` says that a product of powers of positive numbers is positive. `prod_factorial_eq_one` is the remark that $0!$ and $1!$ are both 1.

The expansion of Boltzmann counting is `boltzmannZ_eq_sum`. The multinomial theorem enters through `Finset.sum_pow_eq_sum_piAntidiag`, and `Finset.sum_div` moves the division by $N!$ into the sum. It remains to show, for each list, that the multinomial coefficient divided by $N!$ is $1/\prod_i k_i!$. The step `hs` supplies this relation as a product, $\prod_i k_i!$ times the coefficient equals $N!$. After cross-multiplication, `ring` finishes the calculation.

In the main theorem, `c` is the list with all particles in level `a`, and `hcp` computes its factorial product as $N!$. Both halves use `Finset.sum_lt_sum`, which asks for exactly what the argument above provides: an inequality for every term and a strict inequality for one.

For the fermion half, `Finset.sum_filter` rewrites the restricted sum as a sum over all lists in which forbidden lists contribute zero. The tactic `split_ifs` then separates the two cases: for an allowed list the terms are equal, and for a forbidden one zero is compared with a positive number. The list `c` is forbidden because its entry at `a` is $N \ge 2$.

For the boson half, `div_le_self` says that dividing a nonnegative weight by a number that is at least 1 does not increase it. For `c` the divisor is $N! > 1$, and `div_lt_self` gives the strict inequality.

In `partition_functions_agree`, the step `h` bounds each occupation number by the total, hence by 1. All factorial products are then 1, and the fermion restriction removes no list.

The boson count `bosonZ_two_levels` follows the parametrisation by $j$. The step `himage` shows that the lists are exactly the pairs $(j, N-j)$ with $j$ from 0 to $N$, and `hinj` shows that different $j$ give different lists. Together they give $N+1$ lists, each of weight 1.

In `boltzmann_entropy_neg_iff`, the step `key` is the induction for $2^n < n!$ from $n = 4$ onwards. `Real.log_neg_iff` replaces the negative logarithm by the condition that its positive argument is below 1, and `div_lt_one` turns this into $2^N < N!$. For the direction from negative entropy to $N \ge 4$, `interval_cases` goes through the values 0 to 3 and refutes each one. The final theorem, `four_particles_two_levels`, puts $N = 4$ into this equivalence and into the boson count.
